# For solutions of −u″ + Vu = Eu that vanish at a and are positive on (a, b], u′(b)/u(b) falls as E rises

## Is my trial energy too high or too low?

If the slope-to-value ratio of a trial wavefunction could go either way as I raise the energy, a mismatch at the end of the integration would not tell me which way to correct. Two different energies might even satisfy the same boundary condition without either solution having a node. I integrate −u″ + Vu = Eu from a hard wall at x = a, where u(a) = 0, out to x = b, and compare u′(b)/u(b) with a required value κ. In my runs the ratio drops as E grows, then suddenly jumps up. Is the drop guaranteed for any potential V, and what spoils it at the jump?

## The ratio falls as long as both solutions stay positive

The drop is guaranteed between any two energies whose solutions are positive on all of (a, b]. The shape of V plays no part, because V cancels.

Take E₁ < E₂ with solutions u₁ and u₂ in the same potential, both zero at a and positive on (a, b]. Units are chosen so that ħ²/2m = 1. Define the Wronskian

W = u₁u₂′ − u₁′u₂.

Differentiate it. The two terms u₁′u₂′ cancel, and u_j″ = (V − E_j)u_j gives

W′ = u₁u₂″ − u₁″u₂ = (V − E₂)u₁u₂ − (V − E₁)u₁u₂ = (E₁ − E₂)u₁u₂.

At the wall both functions vanish, so W(a) = 0. Integrating from a to a point x in (a, b],

W(x) = −(E₂ − E₁) ∫ₐˣ u₁u₂ dt < 0,

since the integrand is positive. Dividing by u₁(x)u₂(x) > 0,

u₂′(x)/u₂(x) − u₁′(x)/u₁(x) = W(x)/(u₁(x)u₂(x)) < 0.

At x = b this is the drop you see. The normalisation of u does not matter, because a constant factor cancels in u′/u.

Two consequences follow. Since

(u₂/u₁)′ = W/u₁² < 0 on (a, b),

the ratio u₂/u₁ decreases. And two different energies cannot both have solutions of this kind with u′(b) = κu(b), because their logarithmic derivatives at b differ.

For V = 0 and a = 0 the solutions are sin(kx) with E = k², and the result reads

k₂ cot(k₂b) < k₁ cot(k₁b) for 0 < k₁ < k₂, b > 0 and k₂b < π.

Your jump appears once a node has entered the interval. Take k₁ = 1, k₂ = 2 and b = 3π/4. The faster wave has a node at π/2, and the logarithmic derivatives at b are

cot(3π/4) = −1 and 2 cot(3π/2) = 0,

so the higher energy now has the larger value. The overlap integral is still positive here, but u₁(b)u₂(b) is negative, and dividing by it reverses the sign. It is therefore not enough to ask that u₂(b) ≠ 0, even if u₁ stays positive and u₂ has only one node on the way.

Here is the argument in Lean.

```lean
import Mathlib

open Set

namespace ShootingMonotonicity

noncomputable section

/-- The function `u` with slope `u'` solves the Schrödinger equation `-u'' + V u = E u`
on `[a, b]`, with one-sided derivatives at the endpoints. -/
structure Solves (V : ℝ → ℝ) (E a b : ℝ) (u u' : ℝ → ℝ) : Prop where
  slope : ∀ x ∈ Icc a b, HasDerivWithinAt u (u' x) (Icc a b) x
  schrodinger : ∀ x ∈ Icc a b, HasDerivWithinAt u' ((V x - E) * u x) (Icc a b) x

/-- The Wronskian `u v' - u' v` of two functions with given slopes. -/
def wronskian (u u' v v' : ℝ → ℝ) (x : ℝ) : ℝ := u x * v' x - u' x * v x

/-- The free wave `sin (k x)`, which vanishes at the origin. -/
def freeWave (k x : ℝ) : ℝ := Real.sin (k * x)

/-- The slope `k cos (k x)` of the free wave. -/
def freeSlope (k x : ℝ) : ℝ := k * Real.cos (k * x)

variable {V u₁ u₁' u₂ u₂' : ℝ → ℝ} {E₁ E₂ a b : ℝ}

/-- For two solutions in the same potential, the Wronskian changes at the rate
`(E₁ - E₂) u₁ u₂`. -/
theorem wronskian_deriv (h₁ : Solves V E₁ a b u₁ u₁') (h₂ : Solves V E₂ a b u₂ u₂')
    {x : ℝ} (hx : x ∈ Icc a b) :
    HasDerivWithinAt (wronskian u₁ u₁' u₂ u₂') ((E₁ - E₂) * (u₁ x * u₂ x)) (Icc a b) x := by
  have h : HasDerivWithinAt (wronskian u₁ u₁' u₂ u₂') _ (Icc a b) x :=
    ((h₁.slope x hx).mul (h₂.schrodinger x hx)).sub
      ((h₁.schrodinger x hx).mul (h₂.slope x hx))
  -- the potential cancels between the two products
  exact h.congr_deriv (by ring)

/-- If `E₁ < E₂` and the solutions at these energies in the same potential both vanish at `a` and
are positive on `(a, b)`, their Wronskian is negative on `(a, b]`. -/
theorem wronskian_neg (hE : E₁ < E₂)
    (h₁ : Solves V E₁ a b u₁ u₁') (h₂ : Solves V E₂ a b u₂ u₂')
    (ha₁ : u₁ a = 0) (ha₂ : u₂ a = 0)
    (hp₁ : ∀ x ∈ Ioo a b, 0 < u₁ x) (hp₂ : ∀ x ∈ Ioo a b, 0 < u₂ x)
    {x : ℝ} (hx : x ∈ Ioc a b) : wronskian u₁ u₁' u₂ u₂' x < 0 := by
  have hanti : StrictAntiOn (wronskian u₁ u₁' u₂ u₂') (Icc a b) := by
    apply strictAntiOn_of_deriv_neg (convex_Icc a b)
    · exact fun y hy => (wronskian_deriv h₁ h₂ hy).continuousWithinAt
    · intro y hy
      rw [interior_Icc] at hy
      rw [((wronskian_deriv h₁ h₂ (Ioo_subset_Icc_self hy)).hasDerivAt
        (Icc_mem_nhds hy.1 hy.2)).deriv]
      exact mul_neg_of_neg_of_pos (sub_neg.mpr hE) (mul_pos (hp₁ y hy) (hp₂ y hy))
  -- the Wronskian starts from zero at the left end
  have h0 : wronskian u₁ u₁' u₂ u₂' a = 0 := by
    simp [wronskian, ha₁, ha₂]
  have h := hanti (left_mem_Icc.mpr (hx.1.le.trans hx.2)) (Ioc_subset_Icc_self hx) hx.1
  rwa [h0] at h

/-- Shooting monotonicity: if `E₁ < E₂` and the solutions at these energies in the same potential
both vanish at `a` and are positive on `(a, b]`, the solution of higher energy has the smaller
logarithmic derivative at every point of `(a, b]`. -/
theorem shooting_monotonicity (hE : E₁ < E₂)
    (h₁ : Solves V E₁ a b u₁ u₁') (h₂ : Solves V E₂ a b u₂ u₂')
    (ha₁ : u₁ a = 0) (ha₂ : u₂ a = 0)
    (hp₁ : ∀ x ∈ Ioc a b, 0 < u₁ x) (hp₂ : ∀ x ∈ Ioc a b, 0 < u₂ x)
    {x : ℝ} (hx : x ∈ Ioc a b) : u₂' x / u₂ x < u₁' x / u₁ x := by
  have hW := wronskian_neg hE h₁ h₂ ha₁ ha₂ (fun y hy => hp₁ y (Ioo_subset_Ioc_self hy))
    (fun y hy => hp₂ y (Ioo_subset_Ioc_self hy)) hx
  unfold wronskian at hW
  rw [div_lt_div_iff₀ (hp₂ x hx) (hp₁ x hx)]
  linarith

/-- For two solutions in the same potential that vanish at `a` and not at `b`, with energies `E₁`
and `E₂`, the difference of the logarithmic derivatives at `b` is `-(E₂ - E₁)` times the overlap
integral over `u₁(b) u₂(b)`. -/
theorem logDeriv_gap (hab : a < b)
    (h₁ : Solves V E₁ a b u₁ u₁') (h₂ : Solves V E₂ a b u₂ u₂')
    (ha₁ : u₁ a = 0) (ha₂ : u₂ a = 0) (hb₁ : u₁ b ≠ 0) (hb₂ : u₂ b ≠ 0) :
    u₂' b / u₂ b - u₁' b / u₁ b
      = -(E₂ - E₁) * (∫ x in a..b, u₁ x * u₂ x) / (u₁ b * u₂ b) := by
  have hc : ContinuousOn (fun x => (E₁ - E₂) * (u₁ x * u₂ x)) (Icc a b) :=
    continuousOn_const.mul (ContinuousOn.mul
      (fun x hx => (h₁.slope x hx).continuousWithinAt)
      (fun x hx => (h₂.slope x hx).continuousWithinAt))
  -- integrate the rate of change of the Wronskian
  have hI := intervalIntegral.integral_eq_sub_of_hasDerivAt_of_le hab.le
    (fun x hx => (wronskian_deriv h₁ h₂ hx).continuousWithinAt)
    (fun x hx => (wronskian_deriv h₁ h₂ (Ioo_subset_Icc_self hx)).hasDerivAt
      (Icc_mem_nhds hx.1 hx.2))
    (hc.intervalIntegrable_of_Icc hab.le)
  rw [intervalIntegral.integral_const_mul] at hI
  simp only [wronskian, ha₁, ha₂, zero_mul, mul_zero, sub_zero] at hI
  rw [div_sub_div _ _ hb₂ hb₁, mul_comm (u₂ b) (u₁ b)]
  congr 1
  linarith

/-- If `E₁ < E₂` and the solutions at these energies in the same potential both vanish at `a` and
are positive on `(a, b]`, the ratio `u₂ / u₁` strictly decreases on `(a, b]`. -/
theorem ratio_strictAnti (hE : E₁ < E₂)
    (h₁ : Solves V E₁ a b u₁ u₁') (h₂ : Solves V E₂ a b u₂ u₂')
    (ha₁ : u₁ a = 0) (ha₂ : u₂ a = 0)
    (hp₁ : ∀ x ∈ Ioc a b, 0 < u₁ x) (hp₂ : ∀ x ∈ Ioc a b, 0 < u₂ x) :
    StrictAntiOn (fun x => u₂ x / u₁ x) (Ioc a b) := by
  apply strictAntiOn_of_deriv_neg (convex_Ioc a b)
  · exact ContinuousOn.div
      (fun x hx => (h₂.slope x (Ioc_subset_Icc_self hx)).continuousWithinAt.mono
        Ioc_subset_Icc_self)
      (fun x hx => (h₁.slope x (Ioc_subset_Icc_self hx)).continuousWithinAt.mono
        Ioc_subset_Icc_self)
      (fun x hx => (hp₁ x hx).ne')
  · intro x hx
    rw [interior_Ioc] at hx
    have hx' := Ioo_subset_Ioc_self hx
    have hn := Icc_mem_nhds hx.1 hx.2
    have hW := wronskian_neg hE h₁ h₂ ha₁ ha₂ (fun y hy => hp₁ y (Ioo_subset_Ioc_self hy))
      (fun y hy => hp₂ y (Ioo_subset_Ioc_self hy)) hx'
    unfold wronskian at hW
    -- the derivative of the ratio is the Wronskian over the square of `u₁`
    rw [(((h₂.slope x (Ioo_subset_Icc_self hx)).hasDerivAt hn).fun_div
      ((h₁.slope x (Ioo_subset_Icc_self hx)).hasDerivAt hn) (hp₁ x hx').ne').deriv]
    exact div_neg_of_neg_of_pos (by linarith) (pow_pos (hp₁ x hx') 2)

/-- Two solutions in the same potential that vanish at `a`, are positive on `(a, b]` and satisfy the
same boundary condition `u'(b) = κ u(b)` have the same energy. -/
theorem nodeless_energy_unique (hab : a < b) {κ : ℝ}
    (h₁ : Solves V E₁ a b u₁ u₁') (h₂ : Solves V E₂ a b u₂ u₂')
    (ha₁ : u₁ a = 0) (ha₂ : u₂ a = 0)
    (hp₁ : ∀ x ∈ Ioc a b, 0 < u₁ x) (hp₂ : ∀ x ∈ Ioc a b, 0 < u₂ x)
    (hκ₁ : u₁' b = κ * u₁ b) (hκ₂ : u₂' b = κ * u₂ b) : E₁ = E₂ := by
  have hb : b ∈ Ioc a b := right_mem_Ioc.mpr hab
  have e₁ : u₁' b / u₁ b = κ := by rw [hκ₁, mul_div_cancel_right₀ _ (hp₁ b hb).ne']
  have e₂ : u₂' b / u₂ b = κ := by rw [hκ₂, mul_div_cancel_right₀ _ (hp₂ b hb).ne']
  rcases lt_trichotomy E₁ E₂ with h | h | h
  · have := shooting_monotonicity h h₁ h₂ ha₁ ha₂ hp₁ hp₂ hb
    linarith
  · exact h
  · have := shooting_monotonicity h h₂ h₁ ha₂ ha₁ hp₂ hp₁ hb
    linarith

/-- The free wave `sin (k x)` solves the Schrödinger equation with zero potential at energy
`k ^ 2`. -/
theorem freeWave_solves (k a b : ℝ) :
    Solves (fun _ => 0) (k ^ 2) a b (freeWave k) (freeSlope k) := by
  have h : ∀ x : ℝ, HasDerivAt (fun y : ℝ => k * y) k x := fun x => by
    simpa only [id_eq, mul_one] using (hasDerivAt_id x).const_mul k
  constructor
  · intro x _
    have hs : HasDerivAt (freeWave k) _ x := (h x).sin
    exact (hs.congr_deriv (by unfold freeSlope; ring)).hasDerivWithinAt
  · intro x _
    have hs : HasDerivAt (freeSlope k) _ x := (h x).cos.const_mul k
    exact (hs.congr_deriv (by unfold freeWave; ring)).hasDerivWithinAt

/-- For free waves with `0 < k₁ < k₂` and `k₂ b < π`, `b > 0`, the logarithmic derivative at
`b` is smaller for `k₂` than for `k₁`. -/
theorem freeWave_monotonicity {k₁ k₂ b : ℝ} (hk₁ : 0 < k₁) (hk : k₁ < k₂) (hb : 0 < b)
    (hπ : k₂ * b < Real.pi) :
    freeSlope k₂ b / freeWave k₂ b < freeSlope k₁ b / freeWave k₁ b := by
  -- neither wave reaches its first node
  have hpos : ∀ k, 0 < k → k ≤ k₂ → ∀ x ∈ Ioc 0 b, 0 < freeWave k x := by
    intro k h0 hle x hx
    have hkx : k * x ≤ k₂ * b := mul_le_mul hle hx.2 hx.1.le (h0.le.trans hle)
    exact Real.sin_pos_of_pos_of_lt_pi (mul_pos h0 hx.1) (hkx.trans_lt hπ)
  exact shooting_monotonicity (by nlinarith) (freeWave_solves k₁ 0 b) (freeWave_solves k₂ 0 b)
    (by simp [freeWave]) (by simp [freeWave]) (hpos k₁ hk₁ hk.le)
    (hpos k₂ (hk₁.trans hk) le_rfl) (right_mem_Ioc.mpr hb)

/-- The free wave with `k = 2` has a node at `π / 2`, and at `3 π / 4` its logarithmic
derivative is larger than that of the free wave with `k = 1`. -/
theorem order_reversed_past_node :
    freeWave 2 (Real.pi / 2) = 0 ∧
    freeSlope 1 (3 * Real.pi / 4) / freeWave 1 (3 * Real.pi / 4)
      < freeSlope 2 (3 * Real.pi / 4) / freeWave 2 (3 * Real.pi / 4) := by
  have e₀ : 2 * (Real.pi / 2) = Real.pi := by ring
  have e₁ : 1 * (3 * Real.pi / 4) = Real.pi - Real.pi / 4 := by ring
  have e₂ : 2 * (3 * Real.pi / 4) = Real.pi / 2 + Real.pi := by ring
  have hs : 0 < Real.sqrt 2 / 2 := by positivity
  unfold freeWave freeSlope
  refine ⟨by rw [e₀, Real.sin_pi], ?_⟩
  rw [e₁, e₂, Real.cos_pi_sub, Real.sin_pi_sub, Real.cos_add_pi, Real.cos_pi_div_two,
    Real.cos_pi_div_four, Real.sin_pi_div_four, neg_zero, mul_zero, zero_div]
  exact div_neg_of_neg_of_pos (by linarith) hs

end

end ShootingMonotonicity
```

```lean
#print axioms ShootingMonotonicity.ratio_strictAnti
-- 'ShootingMonotonicity.ratio_strictAnti' depends on axioms: [propext, Classical.choice, Quot.sound]
#print axioms ShootingMonotonicity.nodeless_energy_unique
-- 'ShootingMonotonicity.nodeless_energy_unique' depends on axioms: [propext, Classical.choice, Quot.sound]
#print axioms ShootingMonotonicity.freeWave_monotonicity
-- 'ShootingMonotonicity.freeWave_monotonicity' depends on axioms: [propext, Classical.choice, Quot.sound]
#print axioms ShootingMonotonicity.order_reversed_past_node
-- 'ShootingMonotonicity.order_reversed_past_node' depends on axioms: [propext, Classical.choice, Quot.sound]
```

### What the Lean statement says about the wavefunction

`Solves V E a b u u'` says that on [a, b] the function `u` has derivative `u'`, and `u'` has derivative (V − E)u. The prime in `u'` is part of a name: the slope is a separate function, tied to `u` by the field `slope`. `HasDerivWithinAt` on `Icc a b` means a one-sided derivative at each endpoint and an ordinary one inside.

`shooting_monotonicity` takes two such solutions with the same `V`, energies `E₁ < E₂`, zero values at `a`, and positivity on `Ioc a b`, the half-open interval (a, b]. It concludes that `u₂' x / u₂ x < u₁' x / u₁ x` at every `x` in that interval, so b is included.

The half-open interval matters. "No nodes" is easily written as positivity on the closed interval [a, b], but that contradicts u(a) = 0, and the theorem would then hold only because no solution satisfies its hypotheses.

`V` is an arbitrary real function, so continuous potentials with twice continuously differentiable solutions are included. The equation must hold at every point, which excludes two familiar cases:

- A potential step inside the interval, at a point where u ≠ 0, because u′ has a kink there.
- The hydrogen s-wave started at r = 0. The definition forces u″(a) = (V(a) − E)·0 = 0, whereas the radial function u = r exp(−r/a₀), with a₀ the Bohr radius, has u″(0) ≠ 0.

In `nodeless_energy_unique` the number `κ` is the logarithmic derivative required at b by whatever lies beyond it. It is not the positive decay constant often given that letter: a decaying tail has negative κ, and κ = 0 is the condition met by an even state when the potential is mirror-symmetric about b. Here κ is the same for both energies, whereas the tail outside a finite well gives a value that depends on E.

For a single particle in one dimension with fixed κ, this gives a shooting code its direction of correction. Suppose some energy has a solution that is positive on (a, b] and meets the boundary condition. A trial solution that is also positive there, with u′(b)/u(b) above κ, then has too low an energy; below κ, too high. The step left to the user is from exact solutions to the values a code computes on a grid, whose error can hide the ordering when two energies are very close.

### From the Wronskian to the inequality

`wronskian_deriv` is the calculation of W′. The product rule is applied to each of the two products, the results are subtracted, and `ring` confirms that V and the mixed slope terms cancel.

`wronskian_neg` gets the sign of W without an integral. A function that is continuous on [a, b] and has negative derivative inside is strictly decreasing, which is `strictAntiOn_of_deriv_neg`. The derivative is negative because E₁ − E₂ < 0 and u₁u₂ > 0. With W(a) = 0, this makes W negative on (a, b]. Positivity is used only on the open interval (a, b), so this lemma also allows a zero at b.

`shooting_monotonicity` does the division. `div_lt_div_iff₀` cross-multiplies by the positive values of u₁ and u₂, and what remains is W(x) < 0 rearranged, which `linarith` closes.

`logDeriv_gap` does use the integral. The fundamental theorem of calculus applied to W gives W(b) as −(E₂ − E₁) times the overlap integral, and division by u₁(b)u₂(b) gives the exact gap. It asks only that both solutions vanish at a and not at b. It needs neither positivity nor an ordering of the energies, so it also accounts for the reversed example.

`ratio_strictAnti` applies the quotient rule to u₂/u₁, recognises W/u₁², and uses the same monotonicity criterion. `nodeless_energy_unique` splits into E₁ < E₂, E₁ = E₂ and E₁ > E₂. In the first and last cases the main theorem makes the logarithmic derivatives at b different, although both equal κ.

`freeWave_solves` differentiates sin(kx) twice by the chain rule. `freeWave_monotonicity` then checks that kx stays between 0 and π for both waves, so that both sines are positive, and applies the main theorem. `order_reversed_past_node` evaluates the sines and cosines at π/2 and 3π/4 through shift identities, which leaves a negative number on the left and zero on the right.
